# A linear acene has a Kekulé structure with its double rung at any chosen rung

The carbon skeleton of a linear acene with `n` rings is modelled as a finite graph: two strands of `2n + 1` atoms, joined by rungs at the even positions. The theorem `kekule_isPerfectMatching` takes a rung at position `2k`, with `k ≤ n`, makes it a double bond, and places the other double bonds along the strands by a fixed rule. It states that these double bonds form a perfect matching of the graph, so that every atom has exactly one of them; energies and electrons do not enter. The attempt names each atom's partner, which is the atom opposite on the chosen rung and a neighbour on the same strand elsewhere, and then shows that there is no other.

An attempt in Lean 4 with a fault in it:

```lean
import Mathlib

open SimpleGraph

namespace KekuleIsPerfectMatching

/-- The carbon graph of the linear acene with `n` rings: two strands of atoms at positions
`0, ..., 2n`, joined by a rung at every even position. -/
def acene (n : ℕ) : SimpleGraph (Bool × Fin (2 * n + 1)) :=
  SimpleGraph.fromRel fun u v =>
    (u.1 = v.1 ∧ u.2.val + 1 = v.2.val) ∨ (u.1 ≠ v.1 ∧ u.2.val = v.2.val ∧ u.2.val % 2 = 0)

/-- For `k ≤ n`, the double bonds of the structure whose double rung is at position `2k`: on each
strand the bond from `j - 1` to `j` is double for odd `j < 2k` and for even `j > 2k`. -/
def doubleBonds (n k : ℕ) : SimpleGraph (Bool × Fin (2 * n + 1)) :=
  SimpleGraph.fromRel fun u v =>
    (u.1 = v.1 ∧ u.2.val + 1 = v.2.val ∧
      (v.2.val % 2 = 1 ∧ v.2.val < 2 * k ∨ v.2.val % 2 = 0 ∧ 2 * k < v.2.val)) ∨
    (u.1 ≠ v.1 ∧ u.2.val = v.2.val ∧ u.2.val = 2 * k)

/-- Two atoms of the acene are bonded when they are neighbours on one strand or face each other
at an even position. -/
theorem acene_adj {n : ℕ} {s t : Bool} {x y : Fin (2 * n + 1)} :
    (acene n).Adj (s, x) (t, y) ↔
      (s = t ∧ (x.val + 1 = y.val ∨ y.val + 1 = x.val)) ∨
      (s ≠ t ∧ x.val = y.val ∧ x.val % 2 = 0) := by
  cases s <;> cases t <;> simp [acene, SimpleGraph.fromRel_adj, Fin.ext_iff] <;> omega

/-- Two atoms share a double bond when they are neighbours on one strand and the bond ends at an
odd position below `2k` or an even one above `2k`, or when they face each other at `2k`. -/
theorem doubleBonds_adj {n k : ℕ} {s t : Bool} {x y : Fin (2 * n + 1)} :
    (doubleBonds n k).Adj (s, x) (t, y) ↔
      (s = t ∧ (x.val + 1 = y.val ∧
          (y.val % 2 = 1 ∧ y.val < 2 * k ∨ y.val % 2 = 0 ∧ 2 * k < y.val) ∨
        y.val + 1 = x.val ∧
          (x.val % 2 = 1 ∧ x.val < 2 * k ∨ x.val % 2 = 0 ∧ 2 * k < x.val))) ∨
      (s ≠ t ∧ x.val = y.val ∧ x.val = 2 * k) := by
  cases s <;> cases t <;> simp [doubleBonds, SimpleGraph.fromRel_adj, Fin.ext_iff] <;> omega

/-- The double bonds are bonds of the acene. -/
theorem doubleBonds_le (n k : ℕ) : doubleBonds n k ≤ acene n := by
  rintro ⟨s, x⟩ ⟨t, y⟩ h
  rcases doubleBonds_adj.1 h with ⟨h, h'⟩ | ⟨h, h', h''⟩
  · exact acene_adj.2 (Or.inl ⟨h, by omega⟩)
  · exact acene_adj.2 (Or.inr ⟨h, h', by omega⟩)

/-- The bonds `doubleBonds n k`, as a subgraph of the acene containing all atoms. -/
def kekule (n k : ℕ) : (acene n).Subgraph :=
  SimpleGraph.toSubgraph (doubleBonds n k) (doubleBonds_le n k)

/-- For `k ≤ n` the subgraph `kekule n k` is a Kekulé structure: every atom has exactly one
double bond. -/
theorem kekule_isPerfectMatching {n k : ℕ} (hk : k ≤ n) :
    (kekule n k).IsPerfectMatching := by
  rw [Subgraph.isPerfectMatching_iff]
  rintro ⟨s, x⟩
  have hx := x.isLt
  have hflip : ∀ s t : Bool, s ≠ t → t = !s := by decide
  by_cases h : x.val = 2 * k
  · -- the atom on the rung is paired across
    refine ⟨(!s, x), doubleBonds_adj.2 (Or.inr ⟨by cases s <;> decide, rfl, h⟩), ?_⟩
    rintro ⟨t, y⟩ hy
    rcases doubleBonds_adj.1 hy with ⟨_, h'⟩ | ⟨hst, hxy, _⟩
    · omega
    · exact Prod.ext (hflip s t hst) (Fin.ext hxy.symm)
  · -- every other atom is paired along its strand
    obtain ⟨y, hy⟩ : ∃ y : Fin (2 * n + 1), y.val =
        if x.val % 2 = 0 ∧ x.val < 2 * k ∨ x.val % 2 = 1 ∧ 2 * k < x.val
        then x.val + 1 else x.val - 1 := ⟨⟨_, by split_ifs <;> omega⟩, rfl⟩
    refine ⟨(s, y), doubleBonds_adj.2 (Or.inl ⟨rfl, by split_ifs at hy <;> omega⟩), ?_⟩
    rintro ⟨t, z⟩ hz
    rcases doubleBonds_adj.1 hz with ⟨hst, h'⟩ | ⟨_, _, h'⟩
    · exact Prod.ext hst.symm (Fin.ext (by split_ifs at hy <;> omega))
    · exact absurd h' h

end KekuleIsPerfectMatching
```

Compiling this gives:

```
Main.lean:69:49: error: Tactic `split_ifs` failed: no if-then-else conditions to split

n k : ℕ
hk : k ≤ n
s : Bool
x : Fin (2 * n + 1)
hx : ↑x < 2 * n + 1
hflip : ∀ (s t : Bool), s ≠ t → t = !s
h : ¬↑x = 2 * k
⊢ Decidable.rec (fun h => (fun x_1 => ↑x - 1) h) (fun h => (fun x_1 => ↑x + 1) h) instDecidableOr < 2 * n + 1
Main.lean:73:63: error: omega could not prove the goal:
a possible counterexample may satisfy the constraints
  e ≥ 0
  d ≥ 0
  c ≥ 0
  c - d ≥ 1
  b ≥ 0
  b - e ≥ 1
  a ≥ 0
  a - b ≥ 0
  a - e ≥ 1
  2*a - c ≥ 0
  2*a - d ≥ 0
where
 a := ↑n
 b := ↑k
 c := ↑↑(s, y).2
 d := ↑↑(t, z).2
 e := ↑↑z / 2
Main.lean:73:63: error: omega could not prove the goal:
a possible counterexample may satisfy the constraints
  e ≥ 1
  e ≥ 1
  d ≥ 0
  c ≥ 0
  c - d ≥ 1
  b ≥ 0
  b - e ≤ -1
  a ≥ 0
  a - b ≥ 0
  a - e ≥ 0
  a - e ≥ 0
  2*a - c ≥ 0
  2*a - d ≥ 0
where
 a := ↑n
 b := ↑k
 c := ↑↑(s, y).2
 d := ↑↑(t, z).2
 e := ↑↑x / 2
```

Cause. The first error comes from the underscore in `⟨⟨_, by split_ifs <;> omega⟩, rfl⟩`. Lean filled it in with the `if` already unfolded to `Decidable.rec`, so `split_ifs` found no `if` to split. The repair separates the cases with `by_cases` and writes the value out in each, as `x.val + 1` or `x.val - 1`, which leaves `omega` a plain bound to prove.

The other two errors are `omega` failing in the uniqueness step. There `Prod.ext` leaves a goal about `(t, z).2` and `(s, y).2`, while the hypotheses speak of `z` and `y`. These are equal by definition, but `omega` took the unreduced projections as separate unknowns, as its list shows, and could not connect them. The repair first proves `z = y`, where the projections do not appear, and then hands the result to `Prod.ext`, which accepts it.

The new `hy` states the bond condition itself in place of an equation with an `if`. It can therefore be passed straight to `doubleBonds_adj`, and the remaining calls to `split_ifs` are no longer needed.

The repair, with which the file compiles:

```diff
@@ -65,11 +65,21 @@
     · exact Prod.ext (hflip s t hst) (Fin.ext hxy.symm)
   · -- every other atom is paired along its strand
-    obtain ⟨y, hy⟩ : ∃ y : Fin (2 * n + 1), y.val =
-        if x.val % 2 = 0 ∧ x.val < 2 * k ∨ x.val % 2 = 1 ∧ 2 * k < x.val
-        then x.val + 1 else x.val - 1 := ⟨⟨_, by split_ifs <;> omega⟩, rfl⟩
-    refine ⟨(s, y), doubleBonds_adj.2 (Or.inl ⟨rfl, by split_ifs at hy <;> omega⟩), ?_⟩
+    obtain ⟨y, hy⟩ : ∃ y : Fin (2 * n + 1),
+        (x.val + 1 = y.val ∧
+          (y.val % 2 = 1 ∧ y.val < 2 * k ∨ y.val % 2 = 0 ∧ 2 * k < y.val) ∨
+        y.val + 1 = x.val ∧
+          (x.val % 2 = 1 ∧ x.val < 2 * k ∨ x.val % 2 = 0 ∧ 2 * k < x.val)) := by
+      by_cases up : x.val % 2 = 0 ∧ x.val < 2 * k ∨ x.val % 2 = 1 ∧ 2 * k < x.val
+      · obtain ⟨y, hy⟩ : ∃ y : Fin (2 * n + 1), y.val = x.val + 1 :=
+          ⟨⟨x.val + 1, by omega⟩, rfl⟩
+        exact ⟨y, by omega⟩
+      · obtain ⟨y, hy⟩ : ∃ y : Fin (2 * n + 1), y.val = x.val - 1 :=
+          ⟨⟨x.val - 1, by omega⟩, rfl⟩
+        exact ⟨y, by omega⟩
+    refine ⟨(s, y), doubleBonds_adj.2 (Or.inl ⟨rfl, hy⟩), ?_⟩
     rintro ⟨t, z⟩ hz
     rcases doubleBonds_adj.1 hz with ⟨hst, h'⟩ | ⟨_, _, h'⟩
-    · exact Prod.ext hst.symm (Fin.ext (by split_ifs at hy <;> omega))
+    · have hzy : z = y := Fin.ext (by omega)
+      exact Prod.ext hst.symm hzy
     · exact absurd h' h
 
```
